# Given the Bohr formula, shell \(N\) of \(d\)-dimensional hydrogen has as many orbital states as there are degree-\(N\) harmonics in \(d+1\) dimensions

A bound state is represented here by its quantum numbers, not by a wavefunction. In \(d\) spatial dimensions they are the angular momentum \(l\), the radial quantum number \(n_r\) (both natural numbers), and a label that picks one of the \(h_d(l)\) independent hyperspherical harmonics of degree \(l\). The energy is then assigned by the Bohr formula. With \(N=n_r+l\) as the shell number and \(Z\) as the nuclear charge, in atomic units,

\[
2E\left(N+\frac{d-1}{2}\right)^2=-Z^2 .
\]

This formula is an input. For \(d\ge 2\) and \(Z>0\) it stands for the bound spectrum of one non-relativistic, spinless electron in the potential \(-Z/r\), with a fixed point nucleus and the same \(1/r\) law in every dimension. The reduced radial equation in \(d\) dimensions is the three-dimensional one with \(l\) replaced by \(l+(d-3)/2\), which turns the familiar \(n_r+l+1\) into \(n_r+l+(d-1)/2\). The Schrödinger equation itself does not appear in the file.

The numbers \(h_d(l)\) are defined by

\[
h_d(0)=1,\qquad h_d(1)=d,\qquad h_d(l+2)=\binom{l+d+1}{d-1}-\binom{l+d-1}{d-1}.
\]

The result is that, for \(d\ge 1\), \(Z\neq 0\) and \(E\) the energy of shell \(N\), exactly \(h_{d+1}(N)\) labels have energy \(E\). For \(d\ge 2\) this is the multiplicity expected from the hidden \(SO(d+1)\) symmetry of the Coulomb problem, but the theorem compares two numbers and constructs no group action.

```lean
import Mathlib

open Finset

namespace HydrogenShellDegeneracy
```

`harmonicDim d l` is \(h_d(l)\).

```lean
/-- The number of independent hyperspherical harmonics of degree `l` in `d` dimensions. -/
def harmonicDim : ℕ → ℕ → ℕ
  | _, 0 => 1
  | d, 1 => d
  | d, l + 2 => (l + d + 1).choose (d - 1) - (l + d - 1).choose (d - 1)
```

`BoundState d` is the type of triples. For `s : BoundState d`, the component `s.1` is \(l\), `s.2.1` is \(n_r\), and `s.2.2` is the angular label.

```lean
/-- A label for a hydrogenic bound state in `d` dimensions: the angular momentum `l`, the radial
quantum number, and one of the `harmonicDim d l` angular functions. -/
abbrev BoundState (d : ℕ) : Type := Σ l : ℕ, ℕ × Fin (harmonicDim d l)

/-- The shell number of a bound state: radial quantum number plus angular momentum. -/
def shell {d : ℕ} (s : BoundState d) : ℕ := s.2.1 + s.1
```

`IsBohrLevel Z d N E` says that the real number \(E\) satisfies the Bohr formula for shell \(N\).

```lean
/-- The Bohr formula in `d` dimensions (atomic units, nuclear charge `Z`), written without
division: `E` is the energy of shell `N`. -/
def IsBohrLevel (Z : ℝ) (d N : ℕ) (E : ℝ) : Prop :=
  2 * E * ((N : ℝ) + ((d : ℝ) - 1) / 2) ^ 2 = -Z ^ 2
```

## Two or more dimensions: the energy as a quotient

For \(d\ge 2\) the quantity \(N+(d-1)/2\) is at least \(1/2\). Its square can be divided out, which gives the usual form

\[
E=-\frac{Z^2}{2\,(N+(d-1)/2)^2},
\]

and for \(d=3\) this is \(-Z^2/(2(N+1)^2)\), with principal quantum number \(n=N+1\). The proof uses `hd` to obtain `hpos`, the positivity of \(N+(d-1)/2\), and then clears the denominator with `eq_div_iff`.

With \(d=1\) and \(N=0\) the bracket vanishes. The Bohr formula then reads \(0=-Z^2\), which no energy satisfies when \(Z\neq 0\). The later theorems about energies use the form without division, and of the dimension they ask only \(d\ge 1\). In one dimension they are statements about labels, and the behaviour of the Coulomb singularity at the origin is a separate question.

```lean
/-- In at least two dimensions the energy of shell `N` is `-Z² / (2 (N + (d - 1)/2)²)`. -/
theorem isBohrLevel_iff (Z : ℝ) {d : ℕ} (hd : 2 ≤ d) (N : ℕ) (E : ℝ) :
    IsBohrLevel Z d N E ↔ E = -Z ^ 2 / (2 * ((N : ℝ) + ((d : ℝ) - 1) / 2) ^ 2) := by
  have hd' : (2 : ℝ) ≤ d := by exact_mod_cast hd
  have hN : (0 : ℝ) ≤ N := Nat.cast_nonneg N
  have hpos : 0 < (N : ℝ) + ((d : ℝ) - 1) / 2 := by linarith
  have hne : 2 * ((N : ℝ) + ((d : ℝ) - 1) / 2) ^ 2 ≠ 0 := by positivity
  unfold IsBohrLevel
  rw [eq_div_iff hne]
  constructor <;> intro h <;> linarith
```

## Nonzero charge: different shells have different energies

The condition \(Z\neq0\) says that there is a nucleus to bind the electron. Only \(Z^2\) enters, so the theorem also accepts negative \(Z\), although the physical reading requires an attractive charge, \(Z>0\).

Suppose that shells \(M\) and \(N\) both have energy \(E\). Then

\[
2E\left(M+\frac{d-1}{2}\right)^2=-Z^2=2E\left(N+\frac{d-1}{2}\right)^2 .
\]

If \(E\) were zero, \(Z\) would be zero too, so \(2E\) can be cancelled. The two squares are equal, and for \(d\ge1\) both brackets are non-negative, so the brackets are equal and \(M=N\).

The proof follows the same order: `hE` excludes zero energy, `mul_left_cancel₀` cancels \(2E\), and `sq_eq_sq₀` removes the squares.

Both hypotheses are needed:

- With \(Z=0\) and \(d=3\), the value \(E=0\) satisfies the formula for every shell. Infinitely many labels then share one energy, while \(h_4(1)=4\).
- With \(d=0\), the brackets for \(N=0\) and \(N=1\) are \(-1/2\) and \(1/2\). Their squares agree, and the two shells coincide in energy.

```lean
/-- For a nonzero nuclear charge and at least one dimension, two shells with the same energy are the
same shell. -/
theorem shell_unique {Z : ℝ} (hZ : Z ≠ 0) {d : ℕ} (hd : 1 ≤ d) {M N : ℕ} {E : ℝ}
    (hM : IsBohrLevel Z d M E) (hN : IsBohrLevel Z d N E) : M = N := by
  unfold IsBohrLevel at hM hN
  have hd' : (1 : ℝ) ≤ d := by exact_mod_cast hd
  have hM0 : (0 : ℝ) ≤ M := Nat.cast_nonneg M
  have hN0 : (0 : ℝ) ≤ N := Nat.cast_nonneg N
  -- a nonzero charge excludes zero energy
  have hE : 2 * E ≠ 0 := by
    intro h
    rw [h, zero_mul] at hM
    exact pow_ne_zero 2 hZ (by linarith)
  have hsq := mul_left_cancel₀ hE (hM.trans hN.symm)
  have heq := (sq_eq_sq₀ (by linarith) (by linarith)).mp hsq
  have hcast : (M : ℝ) = N := by linarith
  exact_mod_cast hcast
```

## At least one dimension: counting the harmonics

The condition \(d\ge 1\) says that there is a coordinate to build polynomials from. In the count it enters first through the meaning of \(h_d\). A monomial of degree \(m\) in \(d\) coordinates is a multiset of \(m\) coordinates, and there are \(\binom{m+d-1}{d-1}\) of them. The Laplacian maps the homogeneous polynomials of degree \(l+2\) onto those of degree \(l\), and its kernel consists of the harmonic ones. Hence the harmonics of degree \(l+2\) number

\[
\binom{l+d+1}{d-1}-\binom{l+d-1}{d-1}=h_d(l+2).
\]

The next theorem contains the arithmetic of this argument, not the statement about the Laplacian. `Sym (Fin d) l` is the type of multisets of \(l\) coordinates. Because the identity is written as a sum, it also confirms that the subtraction of natural numbers in the definition is a true difference. At \(d=0\) it fails: there is one monomial of degree 0, the constant, and none of degree 2.

```lean
/-- For `d ≥ 1`, the monomials of degree `l + 2` in `d` coordinates are as many as the harmonics of
degree `l + 2` and the monomials of degree `l` together. -/
theorem harmonicDim_add_monomials {d : ℕ} (hd : 1 ≤ d) (l : ℕ) :
    harmonicDim d (l + 2) + Fintype.card (Sym (Fin d) l)
      = Fintype.card (Sym (Fin d) (l + 2)) := by
  obtain ⟨k, rfl⟩ : ∃ k, d = k + 1 := ⟨d - 1, by omega⟩
  -- monomials are multisets of coordinates
  have hcard : ∀ m : ℕ, Fintype.card (Sym (Fin (k + 1)) m) = (m + k).choose k := by
    intro m
    rw [Sym.card_sym_eq_choose, Fintype.card_fin,
      show k + 1 + m - 1 = m + k by omega, Nat.choose_symm_add]
  rw [hcard, hcard]
  have hdef : harmonicDim (k + 1) (l + 2)
      = (l + 2 + k).choose k - (l + k).choose k := by
    change (l + (k + 1) + 1).choose k - (l + (k + 1) - 1).choose k = _
    rw [show l + (k + 1) + 1 = l + 2 + k by omega, show l + (k + 1) - 1 = l + k by omega]
  have hle : (l + k).choose k ≤ (l + 2 + k).choose k :=
    Nat.choose_le_choose k (by omega)
  omega
```

For the sum over \(l\), first write the dimension as \(k+2\) and apply Pascal's rule twice:

\[
\begin{aligned}
h_{k+2}(l+2)&=\binom{l+k+3}{k+1}-\binom{l+k+1}{k+1}\\
&=\binom{l+k+2}{k}+\binom{l+k+2}{k+1}-\binom{l+k+1}{k+1}\\
&=\binom{l+k+2}{k}+\binom{l+k+1}{k}.
\end{aligned}
\]

Degree 1 fits the same pattern, since \(h_{k+2}(1)=k+2=(k+1)+1\). For every \(l\ge0\), therefore,

\[
h_{k+2}(l+1)=\binom{l+k+1}{k}+\binom{l+k}{k}.
\]

In the proof, `h1` and `h2` are the two uses of Pascal's rule, and `omega` combines them.

```lean
/-- The number of harmonics of degree `l + 1` in `k + 2` dimensions is a sum of two binomial
coefficients. -/
theorem harmonicDim_eq_add (k l : ℕ) :
    harmonicDim (k + 2) (l + 1) = (l + k + 1).choose k + (l + k).choose k := by
  cases l with
  | zero =>
    change k + 2 = _
    rw [Nat.zero_add, Nat.choose_succ_self_right, Nat.choose_self]
  | succ l =>
    change (l + (k + 2) + 1).choose (k + 1) - (l + (k + 2) - 1).choose (k + 1) = _
    rw [show l + (k + 2) + 1 = l + k + 3 by omega, show l + (k + 2) - 1 = l + k + 1 by omega,
      show l + 1 + k + 1 = l + k + 2 by omega, show l + 1 + k = l + k + 1 by omega]
    -- Pascal's rule, twice
    have h1 : (l + k + 3).choose (k + 1)
        = (l + k + 2).choose k + (l + k + 2).choose (k + 1) := Nat.choose_succ_succ' _ _
    have h2 : (l + k + 2).choose (k + 1)
        = (l + k + 1).choose k + (l + k + 1).choose (k + 1) := Nat.choose_succ_succ' _ _
    omega
```

Now put \(d=k+1\) and compare neighbouring degrees in \(d+1=k+2\) dimensions. The middle binomial cancels:

\[
h_{k+2}(l+2)-h_{k+2}(l+1)=\binom{l+k+2}{k}-\binom{l+k}{k}=h_{k+1}(l+2).
\]

The step from degree 0 to degree 1 is \(k+2=1+(k+1)\). Together these give the branching recursion

\[
h_{d+1}(N+1)=h_{d+1}(N)+h_d(N+1).
\]

The hypothesis `hd` is used in the first line of the proof, where \(d\) is written as \(k+1\). The two cases of `N` are the two computations above.

```lean
/-- For `d ≥ 1`, going from degree `N` to `N + 1` in `d + 1` dimensions adds as many harmonics as
there are of degree `N + 1` in `d` dimensions. -/
theorem harmonicDim_branching {d : ℕ} (hd : 1 ≤ d) (N : ℕ) :
    harmonicDim (d + 1) (N + 1) = harmonicDim (d + 1) N + harmonicDim d (N + 1) := by
  obtain ⟨k, rfl⟩ : ∃ k, d = k + 1 := ⟨d - 1, by omega⟩
  cases N with
  | zero =>
    change k + 2 = 1 + (k + 1)
    omega
  | succ l =>
    have h1 := harmonicDim_eq_add k (l + 1)
    have h2 := harmonicDim_eq_add k l
    rw [show l + 1 + k + 1 = l + k + 2 by omega, show l + 1 + k = l + k + 1 by omega] at h1
    have h3 : harmonicDim (k + 1) (l + 1 + 1)
        = (l + k + 2).choose k - (l + k).choose k := by
      change (l + (k + 1) + 1).choose k - (l + (k + 1) - 1).choose k = _
      rw [show l + (k + 1) + 1 = l + k + 2 by omega, show l + (k + 1) - 1 = l + k by omega]
    have hle : (l + k).choose k ≤ (l + k + 2).choose k :=
      Nat.choose_le_choose k (by omega)
    change harmonicDim (k + 2) (l + 1 + 1) = harmonicDim (k + 2) (l + 1) + _
    omega
```

Summation is an induction on \(N\). At \(N=0\) both sides are 1. If the formula holds for \(N\), adding the term \(h_d(N+1)\) gives \(h_{d+1}(N)+h_d(N+1)=h_{d+1}(N+1)\). Hence

\[
\sum_{l=0}^{N}h_d(l)=h_{d+1}(N).
\]

In Lean, `range (N + 1)` runs over \(0,\dots,N\).

Without \(d\ge1\) the sum rule is false. At \(d=0\) the values \(h_0(l)\) are \(1,0,0,\dots\), so the sum up to \(N=2\) is 1, whereas \(h_1(2)=0\): the only harmonics on a line are \(1\) and \(x\).

```lean
/-- For `d ≥ 1`, the harmonics of degrees `0` to `N` in `d` dimensions are together as many as the
harmonics of degree `N` in `d + 1` dimensions. -/
theorem sum_harmonicDim {d : ℕ} (hd : 1 ≤ d) (N : ℕ) :
    ∑ l ∈ range (N + 1), harmonicDim d l = harmonicDim (d + 1) N := by
  induction N with
  | zero => simp [harmonicDim]
  | succ N ih => rw [sum_range_succ, ih, harmonicDim_branching hd]
```

## An energy that belongs to a shell

Fixing the shell number fixes \(n_r=N-l\) once \(l\le N\) has been chosen. A state in shell \(N\) is therefore the same thing as a choice of \(l\in\{0,\dots,N\}\) and an angular label. `shellEquiv` is this bijection: `toFun` forgets \(n_r\), and `invFun` restores it as \(N-l\). It needs no condition on \(d\) or \(Z\).

```lean
/-- The bound states of shell `N` correspond to a choice of `l ≤ N` and an angular function. -/
def shellEquiv (d N : ℕ) :
    {s : BoundState d // shell s = N} ≃ (Σ l : Fin (N + 1), Fin (harmonicDim d l)) where
  toFun s := ⟨⟨s.1.1, by
    have h : s.1.2.1 + s.1.1 = N := s.2
    omega⟩, s.1.2.2⟩
  invFun t := ⟨⟨t.1, N - t.1, t.2⟩, by
    have h := t.1.isLt
    change N - (t.1 : ℕ) + (t.1 : ℕ) = N
    omega⟩
  left_inv := by
    rintro ⟨⟨l, n, m⟩, h⟩
    have h' : n + l = N := h
    have hn : N - l = n := by omega
    apply Subtype.ext
    change (⟨l, (N - l, m)⟩ : BoundState d) = ⟨l, (n, m)⟩
    rw [hn]
  right_inv := fun _ => rfl
```

The last hypothesis, `hE`, says that \(E\) is the energy of shell \(N\). It gives one half of an equivalence at once: every state in shell \(N\) has energy \(E\). The other half, that every state with energy \(E\) lies in shell \(N\), follows from `hE` together with \(Z\neq0\) and \(d\ge1\), through the separation of shells. The number of states at energy \(E\) is then

\[
\#\{(l,n_r,\text{angular label}) : n_r+l=N\}=\sum_{l=0}^{N}h_d(l)=h_{d+1}(N).
\]

In the proof, `hiff` is the equivalence. `Nat.card_congr` carries the count across `shellEquiv`, `Fintype.card_sigma` turns it into a sum over \(l\), and `sum_harmonicDim` evaluates that sum.

If `hE` is omitted, \(E\) may lie off the spectrum. For \(Z=1\), \(d=3\), \(E=1\) no label has the required energy, while \(h_4(0)=1\).

```lean
/-- For `Z ≠ 0` and `d ≥ 1`, with energies given by the Bohr formula, the number of hydrogenic bound
states in `d` dimensions at the energy of shell `N` is the number of harmonics of degree `N` in `d +
1` dimensions. -/
theorem hydrogen_degeneracy {Z : ℝ} (hZ : Z ≠ 0) {d : ℕ} (hd : 1 ≤ d) {N : ℕ} {E : ℝ}
    (hE : IsBohrLevel Z d N E) :
    Nat.card {s : BoundState d // IsBohrLevel Z d (shell s) E} = harmonicDim (d + 1) N := by
  -- having energy `E` is the same as lying in shell `N`
  have hiff : ∀ s : BoundState d, IsBohrLevel Z d (shell s) E ↔ shell s = N := fun s =>
    ⟨fun h => shell_unique hZ hd h hE, fun h => by rw [h]; exact hE⟩
  rw [Nat.card_congr ((Equiv.subtypeEquivRight hiff).trans (shellEquiv d N)),
    Nat.card_eq_fintype_card, Fintype.card_sigma]
  simp only [Fintype.card_fin]
  rw [Fin.sum_univ_eq_sum_range (fun l => harmonicDim d l) (N + 1), sum_harmonicDim hd]
```

## Shell sizes in closed form and in a program

The two-binomial formula also yields a product. From

\[
(l+k+1)\binom{l+k}{k}=(l+1)\binom{l+k+1}{k}
\]

it follows that

\[
(l+1+k)\,h_{k+2}(l+1)=\bigl((l+k+1)+(l+1)\bigr)\binom{l+k+1}{k}.
\]

With \(N=l+1\) this is \((N+k)\,h_{k+2}(N)=(2N+k)\binom{N+k}{k}\). At \(N=0\) both sides equal \(k\). When \(N=k=0\) the identity reads \(0=0\), and the value \(h_2(0)=1\) comes from the definition instead.

```lean
/-- Closed form for the number of harmonics of degree `N` in `k + 2` dimensions, with the
denominator `N + k` cleared. -/
theorem harmonicDim_closed_form (k N : ℕ) :
    (N + k) * harmonicDim (k + 2) N = (2 * N + k) * (N + k).choose k := by
  cases N with
  | zero => simp [harmonicDim]
  | succ l =>
    have h := Nat.choose_mul_succ_eq (l + k) k
    rw [show l + k + 1 - k = l + 1 by omega] at h
    rw [harmonicDim_eq_add, show l + 1 + k = l + k + 1 by omega]
    nlinarith [h]

end HydrogenShellDegeneracy
```

The shell multiplicity in \(d\) dimensions is the case \(k=d-1\). For \(d=3\) it gives \(h_4(N)=(N+1)^2=n^2\), and for \(d=2\) it gives \(h_3(N)=2N+1\). In electronic structure, \(n^2\) is the number of spatial orbitals in a complete hydrogenic shell, for one electron in a bare Coulomb field; spin doubles the number of places, and a screened potential generally splits the shell by \(l\).

The partial sums also appear as array offsets. Code that stores all spherical harmonics up to some degree in one list often places the pair \((l,m)\), with \(-l\le m\le l\), at position \(l^2+l+m\), counted from zero. The block for \(l\) starts at \(l^2\) because the lower degrees fill \(\sum_{l'<l}(2l'+1)=l^2\) places. In \(d\) dimensions the block for \(l\ge1\) starts at \(h_{d+1}(l-1)\).

```lean
#print axioms HydrogenShellDegeneracy.isBohrLevel_iff
-- 'HydrogenShellDegeneracy.isBohrLevel_iff' depends on axioms: [propext, Classical.choice, Quot.sound]
#print axioms HydrogenShellDegeneracy.harmonicDim_add_monomials
-- 'HydrogenShellDegeneracy.harmonicDim_add_monomials' depends on axioms: [propext, Classical.choice, Quot.sound]
#print axioms HydrogenShellDegeneracy.hydrogen_degeneracy
-- 'HydrogenShellDegeneracy.hydrogen_degeneracy' depends on axioms: [propext, Classical.choice, Quot.sound]
#print axioms HydrogenShellDegeneracy.harmonicDim_closed_form
-- 'HydrogenShellDegeneracy.harmonicDim_closed_form' depends on axioms: [propext, Classical.choice, Quot.sound]
```
